# Real Lipschitz functions of Hermitian matrices keep their constant in the Frobenius norm

A small change in a Hamiltonian matrix can change its eigenvectors completely. For ε > 0, let A be the diagonal matrix with entries ε and −ε, and let B have zeros on the diagonal and ε in both off-diagonal places. The two matrices become as close as we like when ε is small, yet the eigenvectors of B are (1, 1)/√2 and (1, −1)/√2, rotated by 45° from those of A. Perturbation theory for the individual eigenvectors divides by the level spacing 2ε and gives no useful control here. If that were all we had, we could not tell whether a quantity computed from the eigenvalues and eigenvectors, such as the one-particle density matrix of non-interacting electrons at fixed temperature and chemical potential, is stable under a small error in the Hamiltonian.

For a function f with bounded slope it is stable, however close the levels lie. Write

A = U diag(a) U†,  B = W diag(b) W†,

with U and W unitary and a_i, b_j real, and let f(A) = U diag(f(a)) U†, and likewise for B. Suppose that f is real and L-Lipschitz on a set S that contains all the eigenvalues, which means |f(x) − f(y)| ≤ L |x − y| for x, y in S. Then

‖f(A) − f(B)‖_F ≤ L ‖A − B‖_F,

where ‖M‖_F² = Σ_ij |M_ij|² defines the Frobenius norm.

For non-interacting electrons in a finite orthonormal basis at fixed chemical potential μ and inverse temperature β, the Fermi function 1/(1 + exp(β(x − μ))) has L = β/4, so the bound limits the error that a wrong Hamiltonian matrix causes in the one-particle density matrix. This value of L comes from elementary calculus and is not part of the Lean development.

## Eigenvalue differences weighted by overlaps

The Frobenius norm satisfies ‖M‖_F² = tr(M†M). For unitary U and W, cyclicity of the trace gives

‖U†MW‖_F² = tr(W†M†UU†MW) = tr(M†M WW†) = ‖M‖_F².

We may therefore measure A − B between the two eigenbases. Let V = U†W, so that V_ij is the overlap of the i-th eigenvector of A with the j-th eigenvector of B. Since U†U = W†W = 1,

U†(A − B)W = diag(a) V − V diag(b),

whose entries are (a_i − b_j) V_ij. Hence

‖A − B‖_F² = Σ_ij |a_i − b_j|² |V_ij|².

U also diagonalises f(A), and W also diagonalises f(B), so the same overlaps appear:

‖f(A) − f(B)‖_F² = Σ_ij |f(a_i) − f(b_j)|² |V_ij|²
≤ L² Σ_ij |a_i − b_j|² |V_ij|² = L² ‖A − B‖_F².

Taking square roots proves the claim. No eigenvector of A has to be matched with one of B.

The constant cannot be improved for functions on the whole real line. In dimension N ≥ 1, take A = x·1 and B = y·1. Then ‖A − B‖_F = √N |x − y| and ‖f(A) − f(B)‖_F = √N |f(x) − f(y)|, so a matrix bound with constant L forces f itself to be L-Lipschitz.

For propagators the function is x ↦ exp(−itx), with t the time and ħ = 1. Its values are complex, but the comparison of sums needs only a bound on moduli. With θ = t(a_i − b_j),

|exp(−ita_i) − exp(−itb_j)|² = 2 − 2 cos θ ≤ θ²,

because cos θ ≥ 1 − θ²/2. So ‖exp(−itA) − exp(−itB)‖_F ≤ |t| ‖A − B‖_F.

## Matrices given by their diagonalisation

The finite type `n` labels the states of an orthonormal basis, and matrices have complex entries.

```lean
import Mathlib

open Matrix
open scoped NNReal

namespace LipschitzMatrixFunctions

noncomputable section

variable {n : Type*} [Fintype n] [DecidableEq n]
```

Lean writes U† as `Uᴴ`. The name `spectral` stands for the matrix built from its eigenvectors and eigenvalues, not for a spectral norm or radius. The list `d` is complex, so for unitary `U` the definition describes normal matrices; real entries give Hermitian ones.

```lean
/-- The matrix `U diag(d) U†` with eigenvalue list `d` and the columns of `U` as eigenvectors,
when `U` is unitary. -/
def spectral (U : Matrix n n ℂ) (d : n → ℂ) : Matrix n n ℂ :=
  U * diagonal d * Uᴴ
```

The norm is defined directly from the entries, first squared and then with the root.

```lean
/-- The squared Frobenius norm: the sum of the squared moduli of all entries. -/
def frobSq (M : Matrix n n ℂ) : ℝ := ∑ i, ∑ j, ‖M i j‖ ^ 2

/-- The Frobenius norm of a square complex matrix. -/
def frobNorm (M : Matrix n n ℂ) : ℝ := Real.sqrt (frobSq M)
```

The diagonalisations are inputs of the theorems. The spectral theorem supplies one for every Hermitian matrix. Not covered is the step from a Hamiltonian on an infinite-dimensional space to its matrix in a finite basis: the bound compares two such matrices and says nothing about the truncation error.

## The distance between two diagonalised matrices

The first lemma is the invariance under unitary factors. The local statement `tr` identifies the squared norm with the trace of M†M by exchanging the two sums, and the `calc` block is the cyclic rearrangement above.

```lean
/-- The squared Frobenius norm does not change when the rows and the columns are referred to two
different orthonormal bases, given by unitary `U` and `W`. -/
theorem frobSq_unitary {U W : Matrix n n ℂ} (hU : U ∈ unitaryGroup n ℂ)
    (hW : W ∈ unitaryGroup n ℂ) (M : Matrix n n ℂ) :
    frobSq (Uᴴ * M * W) = frobSq M := by
  have hU2 : U * Uᴴ = 1 := mem_unitaryGroup_iff.1 hU
  have hW2 : W * Wᴴ = 1 := mem_unitaryGroup_iff.1 hW
  -- the squared norm is the trace of `M† M`
  have tr : ∀ X : Matrix n n ℂ, ((frobSq X : ℝ) : ℂ) = trace (Xᴴ * X) := by
    intro X
    simp only [frobSq, trace, diag_apply, mul_apply, conjTranspose_apply]
    push_cast
    rw [Finset.sum_comm]
    refine Finset.sum_congr rfl fun i _ => Finset.sum_congr rfl fun j _ => ?_
    exact (Complex.conj_mul' _).symm
  apply Complex.ofReal_injective
  rw [tr, tr]
  calc trace ((Uᴴ * M * W)ᴴ * (Uᴴ * M * W))
      = trace (Wᴴ * (Mᴴ * (U * Uᴴ) * M * W)) := by
        simp only [conjTranspose_mul, conjTranspose_conjTranspose, Matrix.mul_assoc]
    _ = trace (Mᴴ * (U * Uᴴ) * M * (W * Wᴴ)) := by
        rw [trace_mul_comm]
        simp only [Matrix.mul_assoc]
    _ = trace (Mᴴ * M) := by rw [hU2, hW2, mul_one, mul_one]
```

Next come the entries (a_i − b_j) V_ij. The products U†U and W†W are isolated by `noncomm_ring`, which expands without commuting matrices, and are then replaced by the identity.

```lean
/-- Taken between the eigenvectors of two matrices with unitary `U` and `W`, their difference
has the entries `(a_i - b_j) (U† W)_ij`. -/
theorem overlap_entry {U W : Matrix n n ℂ} (hU : U ∈ unitaryGroup n ℂ)
    (hW : W ∈ unitaryGroup n ℂ) (a b : n → ℂ) (i j : n) :
    (Uᴴ * (spectral U a - spectral W b) * W) i j = (a i - b j) * (Uᴴ * W) i j := by
  have hU1 : Uᴴ * U = 1 := mem_unitaryGroup_iff'.1 hU
  have hW1 : Wᴴ * W = 1 := mem_unitaryGroup_iff'.1 hW
  have h : Uᴴ * (spectral U a - spectral W b) * W
      = diagonal a * (Uᴴ * W) - (Uᴴ * W) * diagonal b := by
    calc Uᴴ * (spectral U a - spectral W b) * W
        = (Uᴴ * U) * diagonal a * (Uᴴ * W) - (Uᴴ * W) * diagonal b * (Wᴴ * W) := by
          unfold spectral
          noncomm_ring
      _ = _ := by rw [hU1, hW1, one_mul, mul_one]
  rw [h, Matrix.sub_apply, diagonal_mul, mul_diagonal]
  ring
```

Together these two lemmas give the weighted sum for the squared distance, for complex eigenvalues as well.

```lean
/-- For unitary `U` and `W`, the squared Frobenius distance is the sum of the squared eigenvalue
differences, weighted by the squared overlaps of the eigenvectors. -/
theorem frobSq_sub_spectral {U W : Matrix n n ℂ} (hU : U ∈ unitaryGroup n ℂ)
    (hW : W ∈ unitaryGroup n ℂ) (a b : n → ℂ) :
    frobSq (spectral U a - spectral W b)
      = ∑ i, ∑ j, ‖a i - b j‖ ^ 2 * ‖(Uᴴ * W) i j‖ ^ 2 := by
  rw [← frobSq_unitary hU hW]
  unfold frobSq
  refine Finset.sum_congr rfl fun i _ => Finset.sum_congr rfl fun j _ => ?_
  rw [overlap_entry hU hW, norm_mul, mul_pow]
```

## One function value per matrix

Degenerate levels leave a choice of eigenvectors, so f(A) needs a check that it depends on A alone. If both diagonalisations give the same matrix, then (a_i − b_j) V_ij = 0 for all i and j. Either the overlap vanishes or the eigenvalues agree, and in both cases (f(a_i) − f(b_j)) V_ij = 0. Thus U†(f(A) − f(B))W = 0, and multiplying by U on the left and W† on the right removes the unitary factors. The theorem takes f from ℂ to ℂ and needs no continuity; a real function is included by extending it as z ↦ f(Re z).

```lean
/-- A function of a matrix, taken on the eigenvalues, does not depend on which unitary
diagonalisation is used. -/
theorem function_well_defined {U W : Matrix n n ℂ} (hU : U ∈ unitaryGroup n ℂ)
    (hW : W ∈ unitaryGroup n ℂ) {a b : n → ℂ} (f : ℂ → ℂ)
    (h : spectral U a = spectral W b) :
    spectral U (fun i => f (a i)) = spectral W (fun i => f (b i)) := by
  have hU2 : U * Uᴴ = 1 := mem_unitaryGroup_iff.1 hU
  have hW2 : W * Wᴴ = 1 := mem_unitaryGroup_iff.1 hW
  -- eigenvectors with a nonzero overlap share their eigenvalue
  have key : Uᴴ * (spectral U (fun i => f (a i)) - spectral W (fun i => f (b i))) * W = 0 := by
    ext i j
    have h0 := overlap_entry hU hW a b i j
    rw [h, sub_self, mul_zero, zero_mul, Matrix.zero_apply] at h0
    rw [overlap_entry hU hW, Matrix.zero_apply]
    rcases mul_eq_zero.1 h0.symm with h1 | h1
    · rw [sub_eq_zero.1 h1, sub_self, zero_mul]
    · rw [h1, mul_zero]
  apply sub_eq_zero.1
  generalize spectral U (fun i => f (a i)) - spectral W (fun i => f (b i)) = D at key ⊢
  calc D = (U * Uᴴ) * D * (W * Wᴴ) := by rw [hU2, hW2, one_mul, mul_one]
    _ = U * (Uᴴ * D * W) * Wᴴ := by simp only [Matrix.mul_assoc]
    _ = 0 := by rw [key, mul_zero, zero_mul]
```

## The Lipschitz bound and its converse

The term-by-term comparison is stated for four arbitrary complex lists, where `c` and `d` need not be functions of `a` and `b`. The tactic proof reduces the claim to squared norms, inserts the weighted sums, and compares them with `Finset.sum_le_sum`; each term uses the squared hypothesis times |V_ij|² ≥ 0.

```lean
/-- Let `U` and `W` be unitary and `L ≥ 0`. If each difference `c_i - d_j` is at most `L` times
`a_i - b_j` in modulus, then the Frobenius norm of `U diag(c) U† - W diag(d) W†` is at most `L`
times that of `U diag(a) U† - W diag(b) W†`. -/
theorem frobNorm_comparison {U W : Matrix n n ℂ} (hU : U ∈ unitaryGroup n ℂ)
    (hW : W ∈ unitaryGroup n ℂ) {a b c d : n → ℂ} {L : ℝ} (hL : 0 ≤ L)
    (h : ∀ i j, ‖c i - d j‖ ≤ L * ‖a i - b j‖) :
    frobNorm (spectral U c - spectral W d) ≤ L * frobNorm (spectral U a - spectral W b) := by
  unfold frobNorm
  refine Real.sqrt_le_iff.2 ⟨mul_nonneg hL (Real.sqrt_nonneg _), ?_⟩
  have hY : 0 ≤ frobSq (spectral U a - spectral W b) :=
    Finset.sum_nonneg fun i _ => Finset.sum_nonneg fun j _ => sq_nonneg _
  rw [mul_pow, Real.sq_sqrt hY, frobSq_sub_spectral hU hW, frobSq_sub_spectral hU hW,
    Finset.mul_sum]
  refine Finset.sum_le_sum fun i _ => ?_
  rw [Finset.mul_sum]
  refine Finset.sum_le_sum fun j _ => ?_
  have h2 := pow_le_pow_left₀ (norm_nonneg _) (h i j) 2
  rw [mul_pow] at h2
  rw [← mul_assoc]
  exact mul_le_mul_of_nonneg_right h2 (sq_nonneg _)
```

In the main theorem `L` has type `ℝ≥0`, a nonnegative real, and `LipschitzOnWith L f S` is the Lipschitz condition on S. The hypotheses `ha` and `hb` place the eigenvalues of both matrices in S. Choosing the whole real line for S gives the version for globally Lipschitz f. A smaller S admits a step function at a Fermi level, provided that the eigenvalues of both matrices stay out of a gap around it. The proof translates the real inequality into one for complex moduli and applies the comparison.

```lean
/-- Let `A = U diag(a) U†` and `B = W diag(b) W†` with `U`, `W` unitary and `a`, `b` real. If `f`
is `L`-Lipschitz on a set containing all these eigenvalues, then the Frobenius norm of
`f(A) - f(B)` is at most `L` times that of `A - B`. -/
theorem lipschitz_matrix_function {U W : Matrix n n ℂ} (hU : U ∈ unitaryGroup n ℂ)
    (hW : W ∈ unitaryGroup n ℂ) {a b : n → ℝ} {f : ℝ → ℝ} {L : ℝ≥0} {S : Set ℝ}
    (hf : LipschitzOnWith L f S) (ha : ∀ i, a i ∈ S) (hb : ∀ i, b i ∈ S) :
    frobNorm (spectral U (fun i => (f (a i) : ℂ)) - spectral W (fun i => (f (b i) : ℂ)))
      ≤ L * frobNorm (spectral U (fun i => (a i : ℂ)) - spectral W (fun i => (b i : ℂ))) := by
  refine frobNorm_comparison hU hW L.coe_nonneg fun i j => ?_
  have h := hf.dist_le_mul (a i) (ha i) (b j) (hb j)
  rw [Real.dist_eq, Real.dist_eq] at h
  rw [← Complex.ofReal_sub, ← Complex.ofReal_sub, Complex.norm_real, Complex.norm_real]
  exact h
```

The converse assumes the matrix bound for all unitary `U`, `W` and all real lists `a`, `b` in one fixed dimension. `[Nonempty n]` excludes dimension zero, where the bound reads 0 ≤ 0 for every f. The local statement `key` computes the norm √N |x − y| for multiples of the identity, and the last line cancels the positive factor √N.

```lean
/-- Conversely, if the Frobenius bound with constant `L` holds for all Hermitian pairs of one
fixed nonzero dimension, then `f` is `L`-Lipschitz on the real line. -/
theorem lipschitz_of_matrix_bound [Nonempty n] {f : ℝ → ℝ} {L : ℝ≥0}
    (h : ∀ U ∈ unitaryGroup n ℂ, ∀ W ∈ unitaryGroup n ℂ, ∀ a b : n → ℝ,
      frobNorm (spectral U (fun i => (f (a i) : ℂ)) - spectral W (fun i => (f (b i) : ℂ)))
        ≤ L * frobNorm (spectral U (fun i => (a i : ℂ)) - spectral W (fun i => (b i : ℂ)))) :
    LipschitzWith L f := by
  have h1 : (1 : Matrix n n ℂ) ∈ unitaryGroup n ℂ := one_mem _
  have entry : ∀ i j : n, ‖(1 : Matrix n n ℂ) i j‖ ^ 2 = if i = j then (1 : ℝ) else 0 := by
    intro i j
    by_cases hij : i = j <;> simp [Matrix.one_apply, hij]
  -- multiples of the identity turn the matrix bound into a bound on numbers
  have key : ∀ x y : ℝ, frobNorm (spectral (1 : Matrix n n ℂ) (fun _ => (x : ℂ))
      - spectral 1 (fun _ => (y : ℂ))) = |x - y| * Real.sqrt (Fintype.card n) := by
    intro x y
    unfold frobNorm
    rw [frobSq_sub_spectral h1 h1, conjTranspose_one, one_mul, ← Complex.ofReal_sub,
      Complex.norm_real, Real.norm_eq_abs]
    simp only [entry, mul_ite, mul_one, mul_zero, Finset.sum_ite_eq, Finset.mem_univ, if_true,
      Finset.sum_const, Finset.card_univ, nsmul_eq_mul]
    rw [mul_comm, Real.sqrt_mul (sq_nonneg _), Real.sqrt_sq (abs_nonneg _)]
  have hn : 0 < Real.sqrt (Fintype.card n) :=
    Real.sqrt_pos.2 (Nat.cast_pos.2 Fintype.card_pos)
  refine LipschitzWith.of_dist_le_mul fun x y => ?_
  have hxy := h 1 h1 1 h1 (fun _ => x) (fun _ => y)
  rw [key, key, ← mul_assoc] at hxy
  rw [Real.dist_eq, Real.dist_eq]
  exact le_of_mul_le_mul_right hxy hn
```

## Propagators from the matrix exponential

In the propagator bound, `NormedSpace.exp` is the exponential defined by its power series, so it must first be connected with the eigenvalues. By hand, (U D U†)^k = U D^k U† for a diagonal matrix D, and summing the series gives U exp(D) U†. Lean uses the corresponding library results for conjugated and diagonal matrices.

```lean
/-- For unitary `U`, the exponential of `c U diag(a) U†` is obtained by exponentiating
the numbers `c a_i`. -/
theorem exp_spectral {U : Matrix n n ℂ} (hU : U ∈ unitaryGroup n ℂ) (c : ℂ) (a : n → ℂ) :
    NormedSpace.exp (c • spectral U a) = spectral U (fun i => Complex.exp (c * a i)) := by
  have hU1 : Uᴴ * U = 1 := mem_unitaryGroup_iff'.1 hU
  have hU2 : U * Uᴴ = 1 := mem_unitaryGroup_iff.1 hU
  have hinv : U⁻¹ = Uᴴ := inv_eq_right_inv hU2
  have hu : IsUnit U := ⟨⟨U, Uᴴ, hU2, hU1⟩, rfl⟩
  have hd : diagonal (fun i => c * a i) = c • diagonal a := diagonal_smul c a
  have h1 : c • spectral U a = U * diagonal (fun i => c * a i) * U⁻¹ := by
    rw [hinv, hd, Matrix.mul_smul, Matrix.smul_mul, spectral]
  have h2 : NormedSpace.exp (fun i => c * a i) = fun i => Complex.exp (c * a i) := by
    funext i
    rw [Pi.coe_exp, Complex.exp_eq_exp_ℂ]
  rw [h1, Matrix.exp_conj _ _ hu, Matrix.exp_diagonal, hinv, h2, spectral]
```

The statement `chord` contains the inequality 2 − 2 cos θ ≤ θ². Its proof writes the squared modulus in sines and cosines, and `nlinarith` combines the cosine bound with sin² + cos² = 1. The comparison theorem then applies with constant |t|. For two time-independent Hamiltonian matrices of finite size, the propagators therefore separate at most linearly in time; with ħ restored, the factor is |t|/ħ.

```lean
/-- For Hamiltonians `A = U diag(a) U†` and `B = W diag(b) W†` with `U`, `W` unitary and `a`, `b`
real, the propagators `exp(-itA)` and `exp(-itB)` differ in Frobenius norm by at most `|t|` times
the norm of `A - B` (units with `ħ = 1`). -/
theorem propagator_bound {U W : Matrix n n ℂ} (hU : U ∈ unitaryGroup n ℂ)
    (hW : W ∈ unitaryGroup n ℂ) (a b : n → ℝ) (t : ℝ) :
    frobNorm (NormedSpace.exp ((-(t : ℂ) * Complex.I) • spectral U (fun i => (a i : ℂ)))
        - NormedSpace.exp ((-(t : ℂ) * Complex.I) • spectral W (fun i => (b i : ℂ))))
      ≤ |t| * frobNorm (spectral U (fun i => (a i : ℂ)) - spectral W (fun i => (b i : ℂ))) := by
  -- a chord of the unit circle is no longer than its arc
  have chord : ∀ x y : ℝ,
      ‖Complex.exp (x * Complex.I) - Complex.exp (y * Complex.I)‖ ≤ |x - y| := by
    intro x y
    apply (sq_le_sq₀ (norm_nonneg _) (abs_nonneg _)).1
    rw [Complex.sq_norm, Complex.normSq_apply, sq_abs]
    simp only [Complex.sub_re, Complex.sub_im, Complex.exp_ofReal_mul_I_re,
      Complex.exp_ofReal_mul_I_im]
    have h := Real.one_sub_sq_div_two_le_cos (x := x - y)
    rw [Real.cos_sub] at h
    nlinarith [Real.sin_sq_add_cos_sq x, Real.sin_sq_add_cos_sq y]
  rw [exp_spectral hU, exp_spectral hW]
  refine frobNorm_comparison hU hW (abs_nonneg t) fun i j => ?_
  have e : ∀ x : ℝ, -(t : ℂ) * Complex.I * (x : ℂ) = ((-t * x : ℝ) : ℂ) * Complex.I := by
    intro x
    push_cast
    ring
  rw [e, e, ← Complex.ofReal_sub, Complex.norm_real, Real.norm_eq_abs]
  refine (chord _ _).trans (le_of_eq ?_)
  rw [← mul_sub, abs_mul, abs_neg]

end

end LipschitzMatrixFunctions
```

```lean
#print axioms LipschitzMatrixFunctions.function_well_defined
-- 'LipschitzMatrixFunctions.function_well_defined' depends on axioms: [propext, Classical.choice, Quot.sound]
#print axioms LipschitzMatrixFunctions.lipschitz_matrix_function
-- 'LipschitzMatrixFunctions.lipschitz_matrix_function' depends on axioms: [propext, Classical.choice, Quot.sound]
#print axioms LipschitzMatrixFunctions.lipschitz_of_matrix_bound
-- 'LipschitzMatrixFunctions.lipschitz_of_matrix_bound' depends on axioms: [propext, Classical.choice, Quot.sound]
#print axioms LipschitzMatrixFunctions.propagator_bound
-- 'LipschitzMatrixFunctions.propagator_bound' depends on axioms: [propext, Classical.choice, Quot.sound]
```
